# Diagonal form of exp(−bH) for a finite Hermitian matrix H in a unitary eigenbasis

Let H be a finite complex matrix of the form U D Uᴴ, where U is unitary and D is diagonal with real entries eᵢ, the energies. The theorem says that for every real b the operator exp(−bH) equals U D′ Uᴴ, where D′ is diagonal with entries exp(−b eᵢ). These are Boltzmann factors without division by a partition function, and b may have either sign. The proof writes −bH as a diagonal matrix conjugated by U, takes the exponential inside the conjugation and then inside the diagonal matrix, and finally has to compute the exponential of the function i ↦ −b eᵢ component by component.

As first written in Lean, the proof fails:

```lean
import Mathlib

open Matrix Filter Topology NormedSpace

namespace ExpDiagonalization

noncomputable section

variable {n : Type*} [Fintype n] [DecidableEq n]

variable {H U : Matrix n n ℂ} {e : n → ℝ} {E : ℝ}

/-- The operator `exp(-bH)` is diagonal, with the Boltzmann factors `exp(-b e i)` as diagonal
entries, in a unitary eigenbasis of `H`. -/
theorem exp_diagonalization (hU : Uᴴ * U = 1)
    (h : H = U * diagonal (fun i => (e i : ℂ)) * Uᴴ) (b : ℝ) :
    NormedSpace.exp (-(b : ℂ) • H) =
      U * diagonal (fun i => Complex.exp (-(b : ℂ) * e i)) * Uᴴ := by
  have hinv : U⁻¹ = Uᴴ := inv_eq_left_inv hU
  have hu : IsUnit U := ⟨⟨U, Uᴴ, mul_eq_one_comm.mp hU, hU⟩, rfl⟩
  have hs : -(b : ℂ) • H = U * diagonal (fun i => -(b : ℂ) * e i) * U⁻¹ := by
    have hd : diagonal (fun i => -(b : ℂ) * e i) =
        -(b : ℂ) • diagonal (fun i => (e i : ℂ)) := by
      rw [← diagonal_smul]
      rfl
    rw [hinv, h, hd, Matrix.mul_smul, Matrix.smul_mul]
  have he : NormedSpace.exp (fun i => -(b : ℂ) * e i) =
      fun i => Complex.exp (-(b : ℂ) * e i) := by
    funext i
    rw [Pi.exp_apply, Complex.exp_eq_exp_ℂ]
  rw [hs, Matrix.exp_conj _ _ hu, Matrix.exp_diagonal, hinv, he]

end

end ExpDiagonalization
```

The error:

```
Main.lean:30:8: error(lean.unknownIdentifier): Unknown identifier `Pi.exp_apply`
```

Diagnosis. The message says that Lean finds no declaration called `Pi.exp_apply` in this file. The name was meant to supply the step from the exponential of a function, evaluated at `i`, to the exponential of its value at `i`. Without it the rewrite in `he` cannot be carried out.

The repair proves this step from the power series. `hsum` shows that the exponential series converges for every complex number, because the norms of its terms form the convergent real series of ‖z‖ᵏ/k!. In `hpi`, `NormedSpace.exp_eq_tsum` writes the exponential of a function as a series, and `tsum_apply` evaluates that series at `i` term by term. This needs the series of functions to converge, which `Pi.summable` derives from convergence in each component. The result is the series for the exponential of `w i`, and `Complex.exp_eq_exp_ℂ` identifies that exponential with `Complex.exp`. Now `he` follows by applying `hpi`, and the final rewrite stays as it was.

As a diff, the version that Lean accepts:

```diff
@@ -25,8 +25,26 @@
       rfl
     rw [hinv, h, hd, Matrix.mul_smul, Matrix.smul_mul]
+  -- the exponential series converges and can be summed in each component
+  have hsum : ∀ z : ℂ, Summable fun k : ℕ => (k.factorial : ℂ)⁻¹ • z ^ k := by
+    intro z
+    have hk : (fun k : ℕ => ‖(k.factorial : ℂ)⁻¹ • z ^ k‖) =
+        fun k : ℕ => ‖z‖ ^ k / (k.factorial : ℝ) := by
+      funext k
+      rw [norm_smul, norm_inv, norm_pow, Complex.norm_natCast, div_eq_inv_mul]
+    apply Summable.of_norm
+    rw [hk]
+    exact Real.summable_pow_div_factorial ‖z‖
+  have hpi : ∀ w : n → ℂ, NormedSpace.exp w = fun i => Complex.exp (w i) := by
+    intro w
+    funext i
+    rw [Complex.exp_eq_exp_ℂ]
+    calc NormedSpace.exp w i = (∑' k : ℕ, (k.factorial : ℂ)⁻¹ • w ^ k) i :=
+          congrFun (congrFun (NormedSpace.exp_eq_tsum (𝕂 := ℂ)) w) i
+      _ = ∑' k : ℕ, (k.factorial : ℂ)⁻¹ • w i ^ k :=
+          tsum_apply (Pi.summable.2 fun j => hsum (w j))
+      _ = NormedSpace.exp (w i) :=
+          (congrFun (NormedSpace.exp_eq_tsum (𝕂 := ℂ)) (w i)).symm
   have he : NormedSpace.exp (fun i => -(b : ℂ) * e i) =
-      fun i => Complex.exp (-(b : ℂ) * e i) := by
-    funext i
-    rw [Pi.exp_apply, Complex.exp_eq_exp_ℂ]
+      fun i => Complex.exp (-(b : ℂ) * e i) := hpi _
   rw [hs, Matrix.exp_conj _ _ hu, Matrix.exp_diagonal, hinv, he]
 
```
